# Linear King plots and vanishing determinants for two-term isotope shifts

A spectral line moves slightly when one isotope of an element replaces another. Part of the shift comes from the change in nuclear mass, which is known well, and part from the change in nuclear charge distribution, which is often known poorly. If two transitions are measured in the same isotopes, can the unknown nuclear part be eliminated? It can if each shift is a mass term plus a field term, the mass and nuclear factors are the same for both transitions, and the first transition has a nonzero field-shift constant.

## Two terms with a common nuclear factor

For an isotope pair a, let μ(a) be the mass factor, a difference of inverse nuclear masses, and r(a) the nuclear factor, usually written λ or δ⟨r²⟩; here r is not a radius. Transition i has shift

νᵢ(a) = Kᵢ μ(a) + Fᵢ r(a).

The electronic constants Kᵢ and Fᵢ are the same for every pair. This factorisation is postulated, and whether a real atom obeys it to the measured precision is a separate question. Pairs are labelled by an arbitrary type `ι`, and all quantities are real numbers.

```lean
import Mathlib

namespace KingPlot

noncomputable section

variable {ι : Type*}

/-- The isotope shift `K μ + F r` of a transition with mass-shift constant `K` and
field-shift constant `F`, for isotope pairs with mass factor `μ` and nuclear factor `r`. -/
def isotopeShift (K F : ℝ) (μ r : ι → ℝ) (a : ι) : ℝ := K * μ a + F * r a
```

The King plot has coordinates x = ν₁/μ and y = ν₂/μ.

```lean
/-- The scaled shift `ν / μ` of an isotope pair, a coordinate in the King plot;
it is meant for pairs with nonzero mass factor. -/
def scaledShift (ν μ : ι → ℝ) (a : ι) : ℝ := ν a / μ a
```

`kingDet` has quantities as rows and pairs as columns; its expansion reduces the later determinant identities to algebra.

```lean
/-- The determinant whose rows are three quantities `u`, `v`, `w` and whose columns are
three isotope pairs `a`, `b`, `c`. -/
def kingDet (u v w : ι → ℝ) (a b c : ι) : ℝ :=
  Matrix.det !![u a, u b, u c; v a, v b, v c; w a, w b, w c]

/-- The King determinant written out as a sum of six products. -/
theorem kingDet_expand (u v w : ι → ℝ) (a b c : ι) :
    kingDet u v w a b c =
      u a * v b * w c - u a * v c * w b - u b * v a * w c
        + u b * v c * w a + u c * v a * w b - u c * v b * w a := by
  simp [kingDet, Matrix.det_fin_three]
```

## Nonzero mass factor

The condition μ(a) ≠ 0 says that the two isotopes differ in mass. It permits the division

νᵢ(a)/μ(a) = Kᵢ + Fᵢ r(a)/μ(a).

In Lean, `ha` is used to cancel `μ a`. Without it the identity fails whenever K ≠ 0, since Lean sets division by zero to 0.

```lean
/-- For a pair with nonzero mass factor, the scaled shift is the mass-shift constant plus
the field-shift constant times the ratio of nuclear factor to mass factor. -/
theorem scaledShift_eq (K F : ℝ) (μ r : ι → ℝ) {a : ι} (ha : μ a ≠ 0) :
    scaledShift (isotopeShift K F μ r) μ a = K + F * (r a / μ a) := by
  unfold scaledShift isotopeShift
  rw [add_div, mul_div_cancel_right₀ K ha, mul_div_assoc]
```

## A field shift in the first transition

If F₁ ≠ 0, the first transition responds to the nuclear charge distribution, and its scaled shift gives

r(a)/μ(a) = (x(a) − K₁)/F₁.

Inserting this into y(a) = K₂ + F₂ r(a)/μ(a) yields

y(a) = (F₂/F₁) x(a) + K₂ − K₁ F₂/F₁.

The proof does the same elimination through `F₂ / F₁ * F₁ = F₂`, multiplied by `r a / μ a` in `linear_combination`.

```lean
/-- King's linear relation for two-term shifts with a common nuclear factor: for a pair with nonzero
mass factor and a first transition with nonzero field-shift constant, the scaled shifts of two
transitions lie on the line of slope `F₂ / F₁` and intercept `K₂ - K₁ F₂ / F₁`. -/
theorem king_line (K₁ K₂ F₁ F₂ : ℝ) (μ r : ι → ℝ) (hF : F₁ ≠ 0) {a : ι} (ha : μ a ≠ 0) :
    scaledShift (isotopeShift K₂ F₂ μ r) μ a =
      F₂ / F₁ * scaledShift (isotopeShift K₁ F₁ μ r) μ a + (K₂ - K₁ * (F₂ / F₁)) := by
  rw [scaledShift_eq K₂ F₂ μ r ha, scaledShift_eq K₁ F₁ μ r ha]
  -- the nuclear factor of the pair is eliminated through `F₂ / F₁ * F₁ = F₂`
  have h : F₂ / F₁ * F₁ = F₂ := div_mul_cancel₀ F₂ hF
  linear_combination (-(r a / μ a)) * h
```

For a counter-example with F₁ = 0, take K₁ = K₂ = 0, F₂ = 1, μ = 1 and r = 1, 2 for two pairs. The points (0, 1) and (0, 2) lie on a vertical line, so no equation y = sx + t holds.

## Distinct abscissae

Subtracting the line equation at two pairs gives

y(b) − y(a) = (F₂/F₁)(x(b) − x(a)).

Division requires x(a) ≠ x(b), which is `hx`. This already forces F₁ ≠ 0, as the proof first shows: otherwise both abscissae would equal K₁. Within the two-term model, the measured slope can thus be compared with a calculated F₂/F₁ without knowing any charge radius.

```lean
/-- For two-term shifts with a common nuclear factor, two isotope pairs with nonzero mass factors
and different scaled shifts in the first transition determine the ratio of field-shift constants as
the slope between their points. -/
theorem king_slope (K₁ K₂ F₁ F₂ : ℝ) (μ r : ι → ℝ) {a b : ι} (ha : μ a ≠ 0) (hb : μ b ≠ 0)
    (hx : scaledShift (isotopeShift K₁ F₁ μ r) μ a ≠
      scaledShift (isotopeShift K₁ F₁ μ r) μ b) :
    (scaledShift (isotopeShift K₂ F₂ μ r) μ b - scaledShift (isotopeShift K₂ F₂ μ r) μ a) /
      (scaledShift (isotopeShift K₁ F₁ μ r) μ b - scaledShift (isotopeShift K₁ F₁ μ r) μ a)
      = F₂ / F₁ := by
  -- without a field shift the two abscissae would coincide
  have hF : F₁ ≠ 0 := by
    intro h0
    apply hx
    rw [scaledShift_eq K₁ F₁ μ r ha, scaledShift_eq K₁ F₁ μ r hb, h0]
    ring
  have hd := sub_ne_zero.mpr (Ne.symm hx)
  rw [king_line K₁ K₂ F₁ F₂ μ r hF hb, king_line K₁ K₂ F₁ F₂ μ r hF ha, div_eq_iff hd]
  ring
```

## Area and collinearity

For arbitrary shifts and nonzero mass factors, take μ out of each column, leaving (1, x, y). Then

det(μ, ν₁, ν₂) = μ(a) μ(b) μ(c) [(x(b) − x(a))(y(c) − y(a)) − (x(c) − x(a))(y(b) − y(a))].

The bracket is twice the signed area of the triangle of King points. The proof writes each shift as scaled shift times mass factor, then expands.

```lean
/-- For three pairs with nonzero mass factors and arbitrary shifts, the King determinant is
the product of the mass factors times twice the signed area of the triangle formed by the
three points of the King plot. -/
theorem kingDet_eq_area (μ ν₁ ν₂ : ι → ℝ) {a b c : ι}
    (ha : μ a ≠ 0) (hb : μ b ≠ 0) (hc : μ c ≠ 0) :
    kingDet μ ν₁ ν₂ a b c = μ a * μ b * μ c *
      ((scaledShift ν₁ μ b - scaledShift ν₁ μ a) * (scaledShift ν₂ μ c - scaledShift ν₂ μ a)
      - (scaledShift ν₁ μ c - scaledShift ν₁ μ a) *
        (scaledShift ν₂ μ b - scaledShift ν₂ μ a)) := by
  -- every shift is its scaled shift times the mass factor
  have key : ∀ (ν : ι → ℝ) (i : ι), μ i ≠ 0 → ν i = scaledShift ν μ i * μ i :=
    fun ν i h => (div_mul_cancel₀ (ν i) h).symm
  rw [kingDet_expand, key ν₁ a ha, key ν₁ b hb, key ν₁ c hc,
    key ν₂ a ha, key ν₂ b hb, key ν₂ c hc]
  ring
```

For two-term shifts, subtracting Kᵢ times the first row leaves rows μ, F₁r, F₂r, so the determinant is zero. Neither μ ≠ 0 nor F₁ ≠ 0 is needed; `ring` checks the expanded identity.

```lean
/-- The determinant with rows `μ`, `ν₁`, `ν₂` vanishes for any three isotope pairs when both shifts
consist of a mass shift and a field shift with a common nuclear factor. -/
theorem kingDet_eq_zero (K₁ K₂ F₁ F₂ : ℝ) (μ r : ι → ℝ) (a b c : ι) :
    kingDet μ (isotopeShift K₁ F₁ μ r) (isotopeShift K₂ F₂ μ r) a b c = 0 := by
  rw [kingDet_expand]
  unfold isotopeShift
  ring
```

With three transitions, all three rows are combinations of μ and r, hence linearly dependent. No mass values are needed to evaluate this determinant.

```lean
/-- The determinant formed from the shifts of three transitions in any three isotope pairs vanishes
when each shift consists of a mass shift and a field shift, with a nuclear factor common to the
three transitions. -/
theorem kingDet_three_transitions (K₁ K₂ K₃ F₁ F₂ F₃ : ℝ) (μ r : ι → ℝ) (a b c : ι) :
    kingDet (isotopeShift K₁ F₁ μ r) (isotopeShift K₂ F₂ μ r)
      (isotopeShift K₃ F₃ μ r) a b c = 0 := by
  rw [kingDet_expand]
  unfold isotopeShift
  ring
```

## First shifts not proportional to the mass factor

The converse assumes D = μ(a) ν₁(b) − μ(b) ν₁(a) ≠ 0 for some a, b. Expanding the vanishing determinant for a, b, c along column c gives

D ν₂(c) = [ν₁(b) ν₂(a) − ν₁(a) ν₂(b)] μ(c) + [μ(a) ν₂(b) − μ(b) ν₂(a)] ν₁(c).

Dividing by D gives K₂ and F₂, with r = ν₁, K₁ = 0 and F₁ = 1. The proof supplies these values; the reverse direction is the preceding vanishing result. The r found this way need not be the physical nuclear factor.

```lean
/-- Suppose the first transition's shifts in two pairs `a`, `b` are not proportional to the
mass factors. Then all King determinants vanish exactly when both sets of shifts can be
written as mass shift plus field shift with a common nuclear factor and `F₁` nonzero. -/
theorem kingDet_zero_iff (μ ν₁ ν₂ : ι → ℝ) {a b : ι} (hab : μ a * ν₁ b ≠ μ b * ν₁ a) :
    (∀ i j k, kingDet μ ν₁ ν₂ i j k = 0) ↔
      ∃ (K₁ K₂ F₁ F₂ : ℝ) (r : ι → ℝ), F₁ ≠ 0 ∧
        ν₁ = isotopeShift K₁ F₁ μ r ∧ ν₂ = isotopeShift K₂ F₂ μ r := by
  constructor
  · intro h
    have hD : μ a * ν₁ b - μ b * ν₁ a ≠ 0 := sub_ne_zero.mpr hab
    -- the first shift serves as nuclear factor; Cramer's rule gives the other constants
    refine ⟨0, (ν₁ b * ν₂ a - ν₁ a * ν₂ b) / (μ a * ν₁ b - μ b * ν₁ a), 1,
      (μ a * ν₂ b - μ b * ν₂ a) / (μ a * ν₁ b - μ b * ν₁ a), ν₁, one_ne_zero, ?_, ?_⟩
    · funext c
      unfold isotopeShift
      ring
    · funext c
      have hc := h a b c
      rw [kingDet_expand] at hc
      unfold isotopeShift
      rw [div_mul_eq_mul_div, div_mul_eq_mul_div, ← add_div, eq_div_iff hD]
      linear_combination hc
  · rintro ⟨K₁, K₂, F₁, F₂, r, -, h₁, h₂⟩ i j k
    rw [h₁, h₂]
    exact kingDet_eq_zero K₁ K₂ F₁ F₂ μ r i j k
```

Without the assumption, take two pairs with μ = ν₁ = (1, 1) and ν₂ = (0, 1). All determinants vanish, but F₁ ≠ 0 would force r, and hence ν₂, to be proportional to μ.

## When a third term is present

Add α Xᵢ γ(a) to each shift, for example a quadratic field shift, with strength α, electronic constant Xᵢ and pair factor γ. Removing the mass terms and expanding in the last two rows gives

det(μ, ν₁, ν₂) = α (F₁X₂ − F₂X₁) det(μ, r, γ).

The proof expands both determinants and compares them with `ring`.

```lean
/-- If each shift has a further term `α X γ`, with electronic constant `X` and a factor `γ`
of the isotope pair, the King determinant is `α (F₁ X₂ - F₂ X₁)` times the determinant with
rows `μ`, `r`, `γ`. -/
theorem kingDet_extra_term (K₁ K₂ F₁ F₂ X₁ X₂ α : ℝ) (μ r γ : ι → ℝ) (a b c : ι) :
    kingDet μ (fun i => isotopeShift K₁ F₁ μ r i + α * X₁ * γ i)
      (fun i => isotopeShift K₂ F₂ μ r i + α * X₂ * γ i) a b c =
      α * (F₁ * X₂ - F₂ * X₁) * kingDet μ r γ a b c := by
  rw [kingDet_expand, kingDet_expand]
  unfold isotopeShift
  ring

end

end KingPlot
```

With K₁ = K₂ = 0, F₁ = X₂ = α = 1, F₂ = X₁ = 0, μ = (1, 1, 1), r = (0, 1, 2) and γ = (0, 0, 1), the determinant is 1: the points (0, 0), (1, 0), (2, 1) are not collinear. The extra term leaves no trace in the determinant if X₁ and X₂ are in the ratio of F₁ and F₂, or if γ is a combination of μ and r.

```lean
#print axioms KingPlot.king_slope
#print axioms KingPlot.kingDet_three_transitions
#print axioms KingPlot.kingDet_zero_iff
#print axioms KingPlot.kingDet_extra_term
```

```
'KingPlot.king_slope' depends on axioms: [propext, Classical.choice, Quot.sound]
'KingPlot.kingDet_three_transitions' depends on axioms: [propext, Classical.choice, Quot.sound]
'KingPlot.kingDet_zero_iff' depends on axioms: [propext, Classical.choice, Quot.sound]
'KingPlot.kingDet_extra_term' depends on axioms: [propext, Classical.choice, Quot.sound]
```
